# For given levels, filling the same number of bands at every k-point costs extra energy exactly when filled and empty bands overlap on the mesh

A calculation with fixed occupations fills the same number of bands at every k-point. Run on a semimetal, it can finish normally and still return too high a band energy, because electrons are held in levels at one k-point while lower levels at another stay empty. Nothing in the sum of occupied levels signals this. The comparison below, made at given one-electron levels, says when the sum is too high and gives a lower bound on the error.

## The bound and the band-edge criterion

Take a mesh of \(n\) k-points with \(B\) real levels at each. Bands are numbered from zero, so the levels at k-point \(k\) are
\[
e(k,0)\le e(k,1)\le\dots\le e(k,B-1).
\]
A state is a pair \((k,b)\) and holds one electron. A filling is a set of occupied states, and its band energy \(E\) is the sum of their levels over the whole mesh. Let \(0<M<B\).

The fixed filling \(F_M\) occupies bands \(0,\dots,M-1\) at every k-point. A common filling \(S\) has the same number of electrons, \(nM\), but places them without regard to k-point, so that no filled level lies above an unfilled one. Then
\[
E(S)\le E(F_M),
\]
with equality if and only if
\[
e(k,M-1)\le e(k',M)\quad\text{for all } k,k'.
\]
Moreover, for every pair \(k,k'\),
\[
e(k,M-1)-e(k',M)\le E(F_M)-E(S).
\]
Any overlap between the highest filled band and the lowest empty one is therefore a lower bound on the overestimate. Bands that only touch cause no error.

## Checking a fixed-occupation run

A code that offers fixed occupations relies on the equality case whenever it reports the resulting band energy as that of the ground-state filling. The criterion can be checked after diagonalisation: compare the largest \(e(k,M-1)\) on the mesh with the smallest \(e(k',M)\). This needs at least one empty band at every k-point, so a run that computes only the occupied bands lacks the data for it.

Comparing the two bands at the same k-point is not enough. With sorted levels that difference always has the right sign, and a semimetal can have a direct gap at every k-point of the mesh.

The energies here are sums over the mesh. Per unit cell, with equal weights, both sides of the overlap bound are divided by \(n\). Since the overlap stays bounded, the guaranteed error per cell tends to zero as the mesh is refined, while the actual error need not, since many electrons may be misplaced at once.

## From a threshold level to the band edges

**A common filling exists.** Start with no electrons and repeatedly occupy the lowest empty level. Suppose no filled level lies above an unfilled one, and let \(q\) be the next state occupied. The levels filled earlier were already no higher than any level that remains empty, and \(e(q)\) is no higher than these by the choice of \(q\). The property therefore survives each step, up to the total number of states.

**It has the lowest energy.** Let \(S\) be such a filling and \(F\) any filling with equally many electrons. Removing the shared states leaves \(S\setminus F\) and \(F\setminus S\), which have the same number \(m\) of states. If \(m=0\), the fillings coincide. Otherwise let \(\mu\) be the highest level in \(S\setminus F\). Every state in \(F\setminus S\) is unfilled in \(S\), so its level is at least \(\mu\). Hence
\[
\sum_{i\in S\setminus F}e(i)\le m\mu\le\sum_{j\in F\setminus S}e(j),
\]
and adding the shared levels to both ends gives \(E(S)\le E(F)\).

**Moving one electron bounds the excess.** Let \(p\) be filled and \(q\) unfilled in \(F\). Moving the electron from \(p\) to \(q\) gives a filling \(F'\) with the same number of electrons, so the previous step applies to it:
\[
E(S)\le E(F')=E(F)-e(p)+e(q).
\]
Rearranged, this is
\[
e(p)-e(q)\le E(F)-E(S).
\]

**Equality.** If \(E(F)=E(S)\), the last inequality gives \(e(p)\le e(q)\) for every filled \(p\) and unfilled \(q\), so \(F\) has no filled level above an unfilled one. Conversely, if \(F\) has this property, the energy inequality holds in both directions and the energies agree.

**Only the band edges matter.** The fixed filling has \(M\) states at each of \(n\) k-points, hence \(nM\) in total. For a filled state \((k,b)\) and an unfilled state \((k',b')\) we have \(b\le M-1\) and \(b'\ge M\). If the edges are in order, sorting gives
\[
e(k,b)\le e(k,M-1)\le e(k',M)\le e(k',b').
\]
In the other direction, \((k,M-1)\) is itself filled and \((k',M)\) unfilled, so the edge condition is a special case of the condition on all states.

### Two k-points with an overlap of 1

Let \(n=B=2\) and \(M=1\), with levels \(2,5\) at k-point 0 and \(0,1\) at k-point 1, in any energy unit. The fixed filling occupies the lower level at each point, with energy \(2+0=2\). The two lowest levels overall are both at k-point 1, with energy \(0+1=1\). The overestimate is 1, or \(1/2\) per cell. The overlap is \(e(0,0)-e(1,1)=2-1=1\), so the bound is attained. The direct gaps are 3 and 1, both positive.

### Unsorted levels defeat the edge test

Take one k-point, \(M=1\), and three levels stored in the order \(0,1,-1\). The edge test compares band 0 with band 1 and passes, since \(0\le1\). Yet filling band 0 costs 0, while the lowest level costs \(-1\). Without sorting, ordered edges no longer imply equal energies. This matters for a code that numbers bands by following their character through crossings. Sorting for the test alone is not enough: the sorted levels \(-1,0,1\) pass, while the band that was filled still costs 0. The bands must also be filled in the sorted order for the test to apply to the reported energy.

## Lean file: aufbau fillings and the fixed-filling bound

```lean
import Mathlib

open Finset

namespace FixedVersusCommonFilling

noncomputable section

/-- The band energy of a filling: the sum of the levels of its occupied states. -/
def bandEnergy {ι : Type*} (e : ι → ℝ) (S : Finset ι) : ℝ := ∑ i ∈ S, e i

/-- A filling is aufbau if no filled level lies above an unfilled one. -/
def IsAufbau {ι : Type*} (e : ι → ℝ) (S : Finset ι) : Prop :=
  ∀ p ∈ S, ∀ q, q ∉ S → e p ≤ e q

/-- The fixed filling: the bands numbered below `M` (counted from zero) are occupied at
every k-point. -/
def fixedFilling (K : Type*) [Fintype K] (B M : ℕ) : Finset (K × Fin B) :=
  univ ×ˢ univ.filter (fun b : Fin B => b.val < M)

/-- Any number of electrons up to the number of states can be placed in an aufbau filling. -/
theorem exists_aufbau {ι : Type*} [Fintype ι] [DecidableEq ι] (e : ι → ℝ) (N : ℕ)
    (hN : N ≤ Fintype.card ι) : ∃ S : Finset ι, S.card = N ∧ IsAufbau e S := by
  induction N with
  | zero => exact ⟨∅, card_empty, fun p hp => absurd hp (notMem_empty p)⟩
  | succ N ih =>
    obtain ⟨S, hS, hA⟩ := ih (by omega)
    have hne : (univ \ S).Nonempty := by
      by_contra h
      have hsub : univ ⊆ S := sdiff_eq_empty_iff_subset.1 (not_nonempty_iff_eq_empty.1 h)
      have hc := card_le_card hsub
      rw [card_univ] at hc
      omega
    -- the next electron goes into the lowest empty level
    obtain ⟨q, hq, hmin⟩ := exists_min_image (univ \ S) e hne
    have hqS : q ∉ S := (mem_sdiff.1 hq).2
    refine ⟨insert q S, by rw [card_insert_of_notMem hqS, hS], ?_⟩
    intro p hp r hr
    have hrS : r ∉ S := fun h => hr (mem_insert_of_mem h)
    rcases mem_insert.1 hp with rfl | hpS
    · exact hmin r (mem_sdiff.2 ⟨mem_univ r, hrS⟩)
    · exact hA p hpS r hrS

/-- An aufbau filling has at most the energy of any filling with the same number of
electrons. -/
theorem aufbau_energy_le {ι : Type*} [DecidableEq ι] (e : ι → ℝ) {S F : Finset ι}
    (hS : IsAufbau e S) (hcard : S.card = F.card) : bandEnergy e S ≤ bandEnergy e F := by
  unfold bandEnergy
  have split : ∀ A C : Finset ι, ∑ i ∈ A \ C, e i + ∑ i ∈ A ∩ C, e i = ∑ i ∈ A, e i := by
    intro A C
    have h := sum_sdiff (f := e) (inter_subset_left : A ∩ C ⊆ A)
    rwa [sdiff_inter_self_left] at h
  rcases (S \ F).eq_empty_or_nonempty with h0 | hne
  · have hEq : S = F := eq_of_subset_of_card_le (sdiff_eq_empty_iff_subset.1 h0) hcard.ge
    rw [hEq]
  · -- the highest level filled only in `S` separates the states that are not shared
    obtain ⟨p, hp, hmax⟩ := exists_max_image (S \ F) e hne
    have h1 := sum_le_card_nsmul (S \ F) e (e p) hmax
    have h2 := card_nsmul_le_sum (F \ S) e (e p)
      (fun q hq => hS p (mem_sdiff.1 hp).1 q (mem_sdiff.1 hq).2)
    have hc : (S \ F).card = (F \ S).card := by
      have a := card_sdiff_add_card_inter S F
      have b := card_sdiff_add_card_inter F S
      rw [inter_comm F S] at b
      omega
    rw [hc] at h1
    have a := split S F
    have b := split F S
    rw [inter_comm F S] at b
    linarith

/-- The energy of a filling exceeds that of an aufbau filling with equally many electrons by
at least the difference between any of its filled levels and any of its unfilled ones. -/
theorem overlap_le_excess {ι : Type*} [DecidableEq ι] (e : ι → ℝ) {S F : Finset ι}
    (hS : IsAufbau e S) (hcard : S.card = F.card) {p q : ι} (hp : p ∈ F) (hq : q ∉ F) :
    e p - e q ≤ bandEnergy e F - bandEnergy e S := by
  -- move one electron from `p` to `q` and compare again
  have hq' : q ∉ F.erase p := fun h => hq (mem_of_mem_erase h)
  have hc : S.card = (insert q (F.erase p)).card := by
    rw [card_insert_of_notMem hq', card_erase_add_one hp, hcard]
  have h := aufbau_energy_le e hS hc
  unfold bandEnergy at h ⊢
  rw [sum_insert hq'] at h
  have h2 := add_sum_erase F e hp
  linarith

/-- A filling has the energy of an aufbau filling with equally many electrons exactly when
none of its filled levels lies above an unfilled one. -/
theorem energy_eq_iff_aufbau {ι : Type*} [DecidableEq ι] (e : ι → ℝ) {S F : Finset ι}
    (hS : IsAufbau e S) (hcard : S.card = F.card) :
    bandEnergy e S = bandEnergy e F ↔ IsAufbau e F := by
  constructor
  · intro h p hp q hq
    have := overlap_le_excess e hS hcard hp hq
    linarith
  · intro hF
    exact le_antisymm (aufbau_energy_le e hS hcard) (aufbau_energy_le e hF hcard.symm)

/-- A state is occupied in the fixed filling exactly when its band number, counted from zero,
is below `M`. -/
theorem mem_fixedFilling {K : Type*} [Fintype K] {B M : ℕ} (s : K × Fin B) :
    s ∈ fixedFilling K B M ↔ s.2.val < M := by
  simp [fixedFilling]

/-- If `M` is at most `B`, the number of states occupied in the fixed filling is the number of
k-points times `M`. -/
theorem card_fixedFilling (K : Type*) [Fintype K] {B M : ℕ} (hM : M ≤ B) :
    (fixedFilling K B M).card = Fintype.card K * M := by
  have himg : (univ.filter (fun b : Fin B => b.val < M)).image Fin.val = range M := by
    ext x
    simp only [mem_image, mem_filter, mem_univ, true_and, mem_range]
    constructor
    · rintro ⟨b, hb, rfl⟩
      exact hb
    · intro hx
      exact ⟨⟨x, by omega⟩, hx, rfl⟩
  have hc := card_image_of_injective (univ.filter (fun b : Fin B => b.val < M))
    Fin.val_injective
  rw [himg, card_range] at hc
  rw [fixedFilling, card_product, card_univ, ← hc]

/-- Let the levels be sorted at each k-point and `0 < M < B`. Filling the `M` lowest at each k-point
costs at least the energy of the equally many lowest levels overall, with equality exactly when no
`M`-th level at one k-point lies above the `(M+1)`-th level at the same or any other k-point. -/
theorem common_le_fixed {K : Type*} [Fintype K] [DecidableEq K] {B M : ℕ}
    (hM : 0 < M) (hB : M < B) (e : K × Fin B → ℝ) (hsort : ∀ k, Monotone fun b => e (k, b))
    {S : Finset (K × Fin B)} (hcard : S.card = Fintype.card K * M) (hS : IsAufbau e S) :
    bandEnergy e S ≤ bandEnergy e (fixedFilling K B M) ∧
      (bandEnergy e S = bandEnergy e (fixedFilling K B M) ↔
        ∀ k k' : K, e (k, ⟨M - 1, by omega⟩) ≤ e (k', ⟨M, hB⟩)) := by
  have hc : S.card = (fixedFilling K B M).card := by rw [hcard, card_fixedFilling K hB.le]
  refine ⟨aufbau_energy_le e hS hc, (energy_eq_iff_aufbau e hS hc).trans ⟨?_, ?_⟩⟩
  · intro h k k'
    refine h _ ((mem_fixedFilling _).2 ?_) _ (fun h' => ?_)
    · show M - 1 < M
      omega
    · exact lt_irrefl M ((mem_fixedFilling _).1 h')
  · -- at each k-point, filled levels are at most that of band `M - 1`, unfilled at least that of `M`
    intro h p hp q hq
    have hp' := (mem_fixedFilling p).1 hp
    have hq' : M ≤ q.2.val := not_lt.1 fun hlt => hq ((mem_fixedFilling q).2 hlt)
    have h1 : e p ≤ e (p.1, ⟨M - 1, by omega⟩) :=
      hsort p.1 (Fin.le_def.2 (Nat.le_sub_one_of_lt hp'))
    have h2 : e (q.1, ⟨M, hB⟩) ≤ e q := hsort q.1 (Fin.le_def.2 hq')
    exact h1.trans ((h p.1 q.1).trans h2)

/-- Two k-points with two levels each: 2 and 5 at the first, 0 and 1 at the second. -/
def semimetalLevels (s : Fin 2 × Fin 2) : ℝ := !![2, 5; 0, 1] s.1 s.2

/-- For these levels and one filled band, filling both levels of the second k-point is aufbau,
and the fixed filling exceeds its energy by exactly the band overlap. -/
theorem semimetal_witness :
    (∀ k, Monotone fun b => semimetalLevels (k, b)) ∧
    IsAufbau semimetalLevels {(1, 0), (1, 1)} ∧
    bandEnergy semimetalLevels (fixedFilling (Fin 2) 2 1)
      - bandEnergy semimetalLevels {(1, 0), (1, 1)}
      = semimetalLevels (0, 0) - semimetalLevels (1, 1) ∧
    0 < semimetalLevels (0, 0) - semimetalLevels (1, 1) := by
  have hF : fixedFilling (Fin 2) 2 1 = {(0, 0), (1, 0)} := by decide
  refine ⟨?_, ?_, ?_, ?_⟩
  · intro k a b hab
    fin_cases k <;> fin_cases a <;> fin_cases b <;> simp_all [semimetalLevels]
    norm_num
  · norm_num [IsAufbau, Prod.forall, Fin.forall_fin_two, semimetalLevels]
  · rw [hF]
    norm_num [bandEnergy, semimetalLevels]
  · norm_num [semimetalLevels]

end

end FixedVersusCommonFilling
```

```lean
#print axioms FixedVersusCommonFilling.exists_aufbau
#print axioms FixedVersusCommonFilling.common_le_fixed
```

```
'FixedVersusCommonFilling.exists_aufbau' depends on axioms: [propext, Classical.choice, Quot.sound]
'FixedVersusCommonFilling.common_le_fixed' depends on axioms: [propext, Classical.choice, Quot.sound]
```

## How the Lean statements describe levels and fillings

The type `K` is the set of k-points. It is finite and carries no geometry, so neither a lattice nor a dispersion relation enters. `Fin B` numbers the bands from zero, and `e : K × Fin B → ℝ` gives the levels. A filling is a `Finset` of states, which makes every occupation zero or one. `bandEnergy` is the unnormalised sum over the mesh.

`IsAufbau` says that no filled level lies above an unfilled one. It does not mention energy minimisation, so the inequality is a consequence and not a restatement of the definition.

In `common_le_fixed`, `hsort` says that the levels are sorted at each k-point, `hcard` fixes the electron number at `Fintype.card K * M`, and `hS` says that `S` is aufbau. The conditions `hM` and `hB` ensure that there is a highest filled band, `M - 1`, and a lowest empty band, `M`. The conclusion contains the inequality and the edge criterion for equality. Degenerate levels may allow several choices of `S`, and the theorem holds for each of them. At least one exists by `exists_aufbau`, because \(nM\le nB\).

The overlap bound is `overlap_le_excess`, stated for an arbitrary competing filling `F`. Taking `F` to be the fixed filling, with `p` and `q` at the band edges, gives the bound stated above.

## Which lemma carries which step

- `exists_aufbau` is an induction on the number of electrons. `exists_min_image` picks the lowest empty level, and the two final cases treat the new electron and the earlier ones.
- `aufbau_energy_le` is the threshold argument. `exists_max_image` supplies the state with level \(\mu\), `sum_le_card_nsmul` and `card_nsmul_le_sum` bound the two sums by \(m\mu\), and `linarith` restores the shared levels.
- `overlap_le_excess` writes the moved electron as `insert q (F.erase p)` and applies the previous lemma to that filling.
- `energy_eq_iff_aufbau` derives the equality criterion from these two results.
- `mem_fixedFilling` and `card_fixedFilling` identify and count the states of the fixed filling.
- `common_le_fixed` combines them. Its last part is the chain of three inequalities through the band edges, with `hsort` used at both ends.
- `semimetal_witness` checks the two-point example: the levels are sorted, the common filling is aufbau, and the excess equals a positive overlap.

## Frozen levels, equal weights and a finite mesh

The theorems compare two fillings of the same list of levels. In a self-consistent calculation, changing the occupations changes the density and with it the levels. The result therefore applies to the band-energy sum at a fixed effective Hamiltonian, and does not by itself order two converged total energies.

Every k-point has the same weight. For a symmetry-reduced mesh, the energies and the bound refer to the full mesh, with each k-point repeated according to its multiplicity. The edge test itself can be run on the reduced mesh, since repetition changes neither the largest nor the smallest level. Each state holds zero or one electron, so smearing and finite temperature are absent. In a spin-unpolarised calculation, where each filled band holds two electrons, the energies and the overlap bound are doubled.

The comparison also sees only the levels supplied. A mesh that misses the band extrema can pass the test although the bands overlap between its points. If overlap is found and few empty bands were computed, states above band \(B-1\) at some k-point might belong to the true common filling. Including them could only lower the common energy further, so the computed excess would still be a lower bound.

Finally, the theorems concern real numbers, whereas a code compares floating-point eigenvalues. An overlap smaller than the diagonalisation error does not establish that the bands overlap.
